# With unit density of states and cutoff W, the ladder bubble of particle and hole pairs at energy iy is ½ log(1 + (2W/y)²)

The ladder bubble here adds a particle-pair term 1/(2x − z) and a hole-pair term 1/(2x + z), integrated with unit weight over x from 0 to a finite cutoff W, where z is the complex pair energy. The failing theorem, `ladderBubble_eq_log`, states that at z = iy with y > 0 this integral is the real number ½ log(1 + (2W/y)²). An earlier theorem turns the bubble into the real integral of 4x/(4x² + y²). The attempt then uses the antiderivative ½ log(4x² + y²), takes its difference between W and 0, and simplifies the logarithms.

As first written in Lean, the proof fails:

```lean
import Mathlib

open Real

namespace CooperVersusLadder

noncomputable section

/-- The many-body ladder bubble at complex pair energy `z`: particle pairs plus hole pairs. -/
def ladderBubble (W : ℝ) (z : ℂ) : ℂ :=
  ∫ x in (0 : ℝ)..W, (1 / (2 * (x : ℂ) - z) + 1 / (2 * (x : ℂ) + z))

/-- At energy `iy` with `y > 0` the particle and hole terms combine into the real integral of `4x /
(4x² + y²)`. -/
theorem ladderBubble_imag (W : ℝ) {y : ℝ} (hy : 0 < y) :
    ladderBubble W (y * Complex.I) =
      ((∫ x in (0 : ℝ)..W, 4 * x / (4 * x ^ 2 + y ^ 2) : ℝ) : ℂ) := by
  unfold ladderBubble
  rw [← intervalIntegral.integral_ofReal]
  apply intervalIntegral.integral_congr
  intro x _
  have h1 : 2 * (x : ℂ) - y * Complex.I ≠ 0 := by
    intro h
    have := congrArg Complex.im h
    simp at this
    linarith
  have h2 : 2 * (x : ℂ) + y * Complex.I ≠ 0 := by
    intro h
    have := congrArg Complex.im h
    simp at this
    linarith
  have hprod : 4 * (x : ℂ) ^ 2 + (y : ℂ) ^ 2 =
      (2 * (x : ℂ) - y * Complex.I) * (2 * (x : ℂ) + y * Complex.I) := by
    linear_combination (y : ℂ) ^ 2 * Complex.I_sq
  have key : 1 / (2 * (x : ℂ) - y * Complex.I) + 1 / (2 * (x : ℂ) + y * Complex.I) =
      ((4 * x / (4 * x ^ 2 + y ^ 2) : ℝ) : ℂ) := by
    push_cast
    rw [hprod, div_add_div _ _ h1 h2]
    congr 1
    ring
  exact key

/-- The ladder bubble at energy `iy` is `½ log(1 + (2W/y)²)`. -/
theorem ladderBubble_eq_log (W : ℝ) {y : ℝ} (hy : 0 < y) :
    ladderBubble W (y * Complex.I) = ((1 / 2 * log (1 + (2 * W / y) ^ 2) : ℝ) : ℂ) := by
  rw [ladderBubble_imag W hy]
  congr 1
  have hd : ∀ x ∈ Set.uIcc 0 W, HasDerivAt (fun x : ℝ => 1 / 2 * log (4 * (x * x) + y ^ 2))
      (4 * x / (4 * x ^ 2 + y ^ 2)) x := by
    intro x _
    have h : HasDerivAt (fun x : ℝ => 4 * (x * x) + y ^ 2) (4 * (1 * x + x * 1)) x :=
      (((hasDerivAt_id' x).fun_mul (hasDerivAt_id' x)).const_mul 4).add_const (y ^ 2)
    have hne : 4 * (x * x) + y ^ 2 ≠ 0 := by nlinarith [mul_self_nonneg x, pow_pos hy 2]
    exact ((h.log hne).const_mul (1 / 2)).congr_deriv (by ring)
  have hc : Continuous (fun x : ℝ => 4 * x / (4 * x ^ 2 + y ^ 2)) :=
    Continuous.div (by fun_prop) (by fun_prop) (fun x => by positivity)
  have e : 4 * (W * W) + y ^ 2 = (1 + (2 * W / y) ^ 2) * y ^ 2 := by
    rw [div_pow, add_mul, div_mul_cancel₀ _ (pow_ne_zero 2 hy.ne')]
    ring
  have e0 : 4 * ((0 : ℝ) * 0) + y ^ 2 = y ^ 2 := by ring
  calc _ = 1 / 2 * log (4 * (W * W) + y ^ 2) - 1 / 2 * log (4 * ((0 : ℝ) * 0) + y ^ 2) :=
        intervalIntegral.integral_eq_sub_of_hasDerivAt hd (hc.intervalIntegrable _ _)
    _ = _ := by
        rw [e, e0, log_mul (by positivity) (by positivity)]
        ring

end

end CooperVersusLadder
```

Lean reports:

```
Main.lean:62:55: error: Application type mismatch: The argument
  hd
has type
  ∀ x ∈ Set.uIcc 0 W, HasDerivAt (fun x => 1 / 2 * log (4 * (x * x) + y ^ 2)) (4 * x / (4 * x ^ 2 + y ^ 2)) x
but is expected to have type
  ∀ x ∈ Set.uIcc (log (4 * (0 * 0) + y ^ 2)) (log (4 * (W * W) + y ^ 2)), HasDerivAt (HMul.hMul (1 / 2)) (?m.741 x) x
in the application
  intervalIntegral.integral_eq_sub_of_hasDerivAt hd
Main.lean:61:7: error: invalid 'calc' step, left-hand side is
  ∫ (y_1 : ℝ) in log (4 * (0 * 0) + y ^ 2)..log (4 * (W * W) + y ^ 2), 4 * y_1 / (4 * y_1 ^ 2 + y ^ 2) : ℝ
but is expected to be
  ∫ (x : ℝ) in 0..W, 4 * x / (4 * x ^ 2 + y ^ 2) : ℝ
```

The repair, with which the file compiles:

```diff
@@ -59,9 +59,9 @@
     ring
   have e0 : 4 * ((0 : ℝ) * 0) + y ^ 2 = y ^ 2 := by ring
-  calc _ = 1 / 2 * log (4 * (W * W) + y ^ 2) - 1 / 2 * log (4 * ((0 : ℝ) * 0) + y ^ 2) :=
-        intervalIntegral.integral_eq_sub_of_hasDerivAt hd (hc.intervalIntegrable _ _)
-    _ = _ := by
-        rw [e, e0, log_mul (by positivity) (by positivity)]
-        ring
+  have key := intervalIntegral.integral_eq_sub_of_hasDerivAt hd (hc.intervalIntegrable 0 W)
+  refine key.trans ?_
+  show 1 / 2 * log (4 * (W * W) + y ^ 2) - 1 / 2 * log (4 * ((0 : ℝ) * 0) + y ^ 2) = _
+  rw [e, e0, log_mul (by positivity) (by positivity)]
+  ring
 
 end
```

Cause. The first `calc` step gave Lean the difference of two logarithmic terms before the antiderivative was known. Lean had to read this difference as `f b - f a`, and it took `f` to be multiplication by `1 / 2`, with the two logarithms as the endpoints. The first message shows this: `hd`, which concerns the intended function between `0` and `W`, no longer fits. The second message follows from the same choice, since the step's left-hand side became an integral between the logarithms and not the integral in the goal.

The repair states `key` with no expected type, so `hd` itself fixes the function and the endpoints. `key.trans` then replaces the goal's integral by the difference of endpoint values, and `show` writes that difference out in the form which `e` and `e0` rewrite. Writing `0 W` in place of `_ _` is mere tidying, as `hd` already settles the endpoints. The closing `rw` and `ring` are unchanged.
